# Debye's formula for the direction-averaged intensity of a defect cluster

For $n$ identical point defects at distinct positions $x_i\in\mathbb R^3$, with $r_{ij}=\|x_i-x_j\|$ and $Q>0$, the average over unit vectors $u$ is

$$I(Q)=\Big\langle\Big|\sum_i e^{iQu\cdot x_i}\Big|^2\Big\rangle_u=n+\sum_{i\ne j}\frac{\sin(Qr_{ij})}{Qr_{ij}}.$$

It tends to $n^2$ as $Q\to0^+$ and to $n$ as $Q\to\infty$. In the single-scattering approximation for rigid scatterers of equal strength, this interference makes a cluster scatter long waves more strongly than the same number of isolated defects.

## Averaging the interference terms

Since the double sum is real, the squared modulus is
$$\sum_{i,j}\cos\big(Qu\cdot(x_i-x_j)\big),$$
so we need the average of $\cos(u\cdot k)$ for a fixed vector $k$. Let $k$ have length $K$, polar angle $\alpha$ and azimuth $\psi$, and let $u$ have angles $\theta,\varphi$. Then
$$p=u\cdot k=K[\sin\alpha\sin\theta\cos(\varphi-\psi)+\cos\alpha\cos\theta].$$
Differentiation gives
$$\partial_\alpha(\cos p\,\sin\theta)=\partial_\varphi[\cos\theta\sin(\varphi-\psi)\cos p]-\partial_\theta[\sin\theta\cos(\varphi-\psi)\cos p],$$
because both sides equal $K\sin p\,\sin\theta\,[\sin\alpha\cos\theta-\cos\alpha\sin\theta\cos(\varphi-\psi)]$. The first term on the right integrates to zero by periodicity in $\varphi$, the second because $\sin\theta$ vanishes at $0$ and $\pi$. The average is therefore independent of $\alpha$. At $\alpha=0$, with $t=\cos\theta$, it is
$$\frac{2\pi}{4\pi}\int_{-1}^{1}\cos(Kt)\,dt=\operatorname{sinc}K,$$
where $\operatorname{sinc}t=\sin t/t$ and $\operatorname{sinc}0=1$.

Hence $I(Q)=\sum_{i,j}\operatorname{sinc}(Qr_{ij})$, whose $n$ diagonal terms equal 1. As $Q\to0^+$, all $n^2$ terms tend to 1. As $Q\to\infty$, the off-diagonal terms vanish, since $|\sin t/t|\le1/t$ for $t>0$. If $n\ge2$ and every $Qr_{ij}<\pi$, they are positive and $I(Q)>n$.

For two defects a distance $r$ apart, $I=2+2\operatorname{sinc}(Qr)$. This falls below 2 for $\pi<Qr<2\pi$, so the bound $\pi$ in that condition cannot be raised. It exceeds 2 again, by less than $1/\pi$, for $2\pi<Qr<3\pi$.

## The scattering model in Lean

```lean
import Mathlib

open Real MeasureTheory Filter Topology
open scoped InnerProductSpace

namespace DefectClusterScattering

noncomputable section
```

Positions and directions are vectors in Euclidean space, with coordinates numbered 0, 1, 2.

```lean
/-- Three-dimensional Euclidean space. -/
abbrev Space := EuclideanSpace ℝ (Fin 3)

/-- The unit vector with polar angle `θ` and azimuth `φ`. -/
def direction (θ φ : ℝ) : Space := !₂[sin θ * cos φ, sin θ * sin φ, cos θ]
```

The average is an explicit solid-angle integral divided by $4\pi$.

```lean
/-- The average of `f` over all directions, weighted by solid angle. -/
def directionAverage (f : Space → ℝ) : ℝ :=
  (∫ φ in (0 : ℝ)..2 * π, ∫ θ in (0 : ℝ)..π, f (direction θ φ) * sin θ) / (4 * π)
```

Each defect contributes a phase factor of unit strength. Multiple scattering, polarisation and lattice relaxation are left out, and the average is taken at fixed `Q`; it is not a phonon relaxation rate.

```lean
/-- The amplitude scattered by identical point defects at the positions `x i`, for a
wave-vector transfer of size `Q` along `u`. -/
def amplitude {n : ℕ} (x : Fin n → Space) (Q : ℝ) (u : Space) : ℂ :=
  ∑ i, Complex.exp (((Q * ⟪u, x i⟫_ℝ : ℝ) : ℂ) * Complex.I)
```

`Complex.normSq` is the squared modulus, so `meanIntensity x Q` is $I(Q)$.

```lean
/-- The scattered intensity averaged over the direction of the wave-vector transfer. -/
def meanIntensity {n : ℕ} (x : Fin n → Space) (Q : ℝ) : ℝ :=
  directionAverage fun u => Complex.normSq (amplitude x Q u)
```

## Rotational invariance from a divergence

`tiltedPhase` is $p$ above.

```lean
/-- The phase `k · u` for `k` of length `K`, polar angle `α` and azimuth `ψ`, and `u` the
unit vector with angles `θ`, `φ`. -/
def tiltedPhase (K ψ α θ φ : ℝ) : ℝ :=
  K * (sin α * sin θ * cos (φ - ψ) + cos α * cos θ)
```

The next lemma is Fubini's theorem on a rectangle.

```lean
/-- The order of integration over a rectangle may be exchanged for a continuous function. -/
theorem integral_swap {a b c d : ℝ} (hab : a ≤ b) (hcd : c ≤ d) (f : ℝ → ℝ → ℝ)
    (hf : Continuous fun p : ℝ × ℝ => f p.1 p.2) :
    ∫ s in a..b, ∫ t in c..d, f s t = ∫ t in c..d, ∫ s in a..b, f s t := by
  have h : IntegrableOn (fun p : ℝ × ℝ => f p.1 p.2) (Set.Icc a b ×ˢ Set.Icc c d) :=
    hf.continuousOn.integrableOn_compact (isCompact_Icc.prod isCompact_Icc)
  simp only [intervalIntegral.integral_of_le hab, intervalIntegral.integral_of_le hcd]
  apply integral_integral_swap
  rw [Measure.prod_restrict]
  exact h.mono_set (Set.prod_mono Set.Ioc_subset_Icc_self Set.Ioc_subset_Icc_self)
```

Below, `D` and `E` are the $\varphi$- and $\theta$-derivatives in the identity. `iD` and `iE` show that their integrals vanish, and `iA` integrates the identity from $0$ to the tilt `β`. Exchanging the integrals then removes the whole change.

```lean
/-- Tilting the wave vector away from the polar axis by an angle `β ≥ 0` leaves the
solid-angle integral of the plane wave `cos (k · u)` unchanged. -/
theorem integral_tilt (K ψ : ℝ) {β : ℝ} (hβ : 0 ≤ β) :
    ∫ φ in (0 : ℝ)..2 * π, ∫ θ in (0 : ℝ)..π, cos (tiltedPhase K ψ β θ φ) * sin θ =
      ∫ _φ in (0 : ℝ)..2 * π, ∫ θ in (0 : ℝ)..π, cos (K * cos θ) * sin θ := by
  -- the two parts of the divergence: an azimuthal and a polar derivative
  obtain ⟨D, hD⟩ : ∃ D : ℝ → ℝ → ℝ → ℝ, D = fun α θ φ =>
      cos θ * cos (φ - ψ) * cos (tiltedPhase K ψ α θ φ) + cos θ * sin (φ - ψ) *
        (sin (tiltedPhase K ψ α θ φ) * (K * (sin α * sin θ * sin (φ - ψ)))) := ⟨_, rfl⟩
  obtain ⟨E, hE⟩ : ∃ E : ℝ → ℝ → ℝ → ℝ, E = fun α θ φ =>
      cos θ * cos (φ - ψ) * cos (tiltedPhase K ψ α θ φ) - sin θ * cos (φ - ψ) *
        (sin (tiltedPhase K ψ α θ φ) *
          (K * (sin α * cos θ * cos (φ - ψ) - cos α * sin θ))) := ⟨_, rfl⟩
  have cD : Continuous fun p : ℝ × ℝ × ℝ => D p.1 p.2.1 p.2.2 := by
    simp only [hD, tiltedPhase]; fun_prop
  have cE : Continuous fun p : ℝ × ℝ × ℝ => E p.1 p.2.1 p.2.2 := by
    simp only [hE, tiltedPhase]; fun_prop
  have iD : ∀ α θ, ∫ φ in (0 : ℝ)..2 * π, D α θ φ = 0 := by
    intro α θ
    have h : ∀ φ, HasDerivAt
        (fun t => cos θ * sin (t - ψ) * cos (tiltedPhase K ψ α θ t)) (D α θ φ) φ := by
      intro φ
      have e : HasDerivAt (fun t : ℝ => t - ψ) 1 φ := (hasDerivAt_id' φ).sub_const ψ
      have p : HasDerivAt (fun t => tiltedPhase K ψ α θ t)
          (K * (sin α * sin θ * (-sin (φ - ψ) * 1))) φ :=
        ((e.cos.const_mul (sin α * sin θ)).add_const _).const_mul K
      exact ((e.sin.const_mul (cos θ)).fun_mul p.cos).congr_deriv (by rw [hD]; ring)
    rw [intervalIntegral.integral_eq_sub_of_hasDerivAt (fun φ _ => h φ)
      ((cD.comp (by fun_prop : Continuous fun φ : ℝ => (α, θ, φ))).intervalIntegrable _ _)]
    simp [tiltedPhase, Real.cos_two_pi_sub, Real.sin_two_pi_sub]
  have iE : ∀ α φ, ∫ θ in (0 : ℝ)..π, E α θ φ = 0 := by
    intro α φ
    have h : ∀ θ, HasDerivAt
        (fun t => sin t * cos (φ - ψ) * cos (tiltedPhase K ψ α t φ)) (E α θ φ) θ := by
      intro θ
      have p : HasDerivAt (fun t => tiltedPhase K ψ α t φ)
          (K * (sin α * cos θ * cos (φ - ψ) + cos α * (-sin θ))) θ :=
        ((((Real.hasDerivAt_sin θ).const_mul (sin α)).mul_const _).fun_add
          ((Real.hasDerivAt_cos θ).const_mul (cos α))).const_mul K
      exact (((Real.hasDerivAt_sin θ).mul_const _).fun_mul p.cos).congr_deriv
        (by rw [hE]; ring)
    rw [intervalIntegral.integral_eq_sub_of_hasDerivAt (fun θ _ => h θ)
      ((cE.comp (by fun_prop : Continuous fun θ : ℝ => (α, θ, φ))).intervalIntegrable _ _)]
    simp
  -- the change of the integrand under the tilt is the integrated divergence
  have iA : ∀ θ φ, ∫ α in (0 : ℝ)..β, (D α θ φ - E α θ φ) =
      cos (tiltedPhase K ψ β θ φ) * sin θ - cos (K * cos θ) * sin θ := by
    intro θ φ
    have h : ∀ α, HasDerivAt (fun t => cos (tiltedPhase K ψ t θ φ) * sin θ)
        (D α θ φ - E α θ φ) α := by
      intro α
      have p : HasDerivAt (fun t => tiltedPhase K ψ t θ φ)
          (K * (cos α * sin θ * cos (φ - ψ) + -sin α * cos θ)) α :=
        ((((Real.hasDerivAt_sin α).mul_const _).mul_const _).fun_add
          ((Real.hasDerivAt_cos α).mul_const _)).const_mul K
      refine (p.cos.mul_const (sin θ)).congr_deriv ?_
      simp only [hD, hE]
      linear_combination (-(sin (tiltedPhase K ψ α θ φ) * K * sin θ * sin α * cos θ)) *
        Real.sin_sq_add_cos_sq (φ - ψ)
    rw [intervalIntegral.integral_eq_sub_of_hasDerivAt (fun α _ => h α)
      (((cD.sub cE).comp
        (by fun_prop : Continuous fun α : ℝ => (α, θ, φ))).intervalIntegrable _ _)]
    simp [tiltedPhase]
  have c1 : Continuous fun p : ℝ × ℝ => cos (tiltedPhase K ψ β p.2 p.1) * sin p.2 := by
    simp only [tiltedPhase]; fun_prop
  have key : ∀ φ, (∫ θ in (0 : ℝ)..π, cos (tiltedPhase K ψ β θ φ) * sin θ) -
      (∫ θ in (0 : ℝ)..π, cos (K * cos θ) * sin θ) =
      ∫ θ in (0 : ℝ)..π, ∫ α in (0 : ℝ)..β, D α θ φ := by
    intro φ
    have hs : ∀ α, ∫ θ in (0 : ℝ)..π, (D α θ φ - E α θ φ) = ∫ θ in (0 : ℝ)..π, D α θ φ := by
      intro α
      have m : Continuous fun θ : ℝ => (α, θ, φ) := by fun_prop
      have d1 : IntervalIntegrable (fun θ => D α θ φ) volume 0 π :=
        (cD.comp m).intervalIntegrable _ _
      have e1 : IntervalIntegrable (fun θ => E α θ φ) volume 0 π :=
        (cE.comp m).intervalIntegrable _ _
      rw [intervalIntegral.integral_sub d1 e1, iE, sub_zero]
    have t1 : IntervalIntegrable (fun θ => cos (tiltedPhase K ψ β θ φ) * sin θ) volume 0 π :=
      (c1.comp (by fun_prop : Continuous fun θ : ℝ => (φ, θ))).intervalIntegrable _ _
    have t2 : IntervalIntegrable (fun θ => cos (K * cos θ) * sin θ) volume 0 π :=
      (by fun_prop : Continuous fun θ : ℝ => cos (K * cos θ) * sin θ).intervalIntegrable _ _
    rw [← intervalIntegral.integral_sub t1 t2]
    simp only [← iA]
    rw [integral_swap pi_pos.le hβ (fun θ α => D α θ φ - E α θ φ)
      ((cD.sub cE).comp (by fun_prop : Continuous fun p : ℝ × ℝ => (p.2, p.1, φ)))]
    simp only [hs]
    exact integral_swap hβ pi_pos.le (fun α θ => D α θ φ)
      (cD.comp (by fun_prop : Continuous fun p : ℝ × ℝ => (p.1, p.2, φ)))
  rw [← sub_eq_zero, ← intervalIntegral.integral_sub
    ((intervalIntegral.continuous_parametric_intervalIntegral_of_continuous'
      (f := fun φ θ => cos (tiltedPhase K ψ β θ φ) * sin θ) c1 0 π).intervalIntegrable _ _)
    (continuous_const.intervalIntegrable _ _)]
  simp only [key]
  rw [integral_swap two_pi_pos.le pi_pos.le (fun φ θ => ∫ α in (0 : ℝ)..β, D α θ φ)
    (intervalIntegral.continuous_parametric_intervalIntegral_of_continuous'
      (f := fun (p : ℝ × ℝ) α => D α p.2 p.1)
      (cD.comp (by fun_prop : Continuous fun q : (ℝ × ℝ) × ℝ => (q.2, q.1.2, q.1.1))) 0 β)]
  have hz : ∀ θ, ∫ φ in (0 : ℝ)..2 * π, ∫ α in (0 : ℝ)..β, D α θ φ = 0 := by
    intro θ
    rw [integral_swap two_pi_pos.le hβ (fun φ α => D α θ φ)
      (cD.comp (by fun_prop : Continuous fun p : ℝ × ℝ => (p.2, θ, p.1)))]
    simp [iD]
  simp [hz]
```

To find the angles of `k`, the proof uses two complex numbers: the argument of $z=k_0+ik_1$ is $\psi$, and that of $w=k_2+i|z|$ is $\alpha$. `hp` identifies the phase, and `ax` does the integral along the axis.

```lean
/-- The direction average of the plane wave `cos (u · k)` is `sinc ‖k‖`. -/
theorem average_plane_wave (k : Space) :
    directionAverage (fun u => cos ⟪u, k⟫_ℝ) = sinc ‖k‖ := by
  -- spherical coordinates of k
  obtain ⟨z, hz0, hz1⟩ : ∃ z : ℂ, z.re = k 0 ∧ z.im = k 1 := ⟨⟨k 0, k 1⟩, rfl, rfl⟩
  obtain ⟨w, hw0, hw1⟩ : ∃ w : ℂ, w.re = k 2 ∧ w.im = ‖z‖ := ⟨⟨k 2, ‖z‖⟩, rfl, rfl⟩
  have h1 := Complex.norm_mul_cos_arg z
  have h2 := Complex.norm_mul_sin_arg z
  have h3 := Complex.norm_mul_cos_arg w
  have h4 := Complex.norm_mul_sin_arg w
  rw [hz0] at h1
  rw [hz1] at h2
  rw [hw0] at h3
  rw [hw1] at h4
  have hK : ‖w‖ = ‖k‖ := by
    refine (sq_eq_sq₀ (norm_nonneg _) (norm_nonneg _)).1 ?_
    have hz := Complex.sq_norm z
    rw [Complex.normSq_apply, hz0, hz1] at hz
    rw [Complex.sq_norm, Complex.normSq_apply, hw0, hw1, EuclideanSpace.norm_sq_eq]
    simp only [Fin.sum_univ_three, Real.norm_eq_abs, sq_abs]
    linear_combination hz
  have hp : ∀ θ φ, ⟪direction θ φ, k⟫_ℝ = tiltedPhase ‖w‖ z.arg w.arg θ φ := by
    intro θ φ
    have hi : ⟪direction θ φ, k⟫_ℝ =
        sin θ * cos φ * k 0 + sin θ * sin φ * k 1 + cos θ * k 2 := by
      simp [direction, PiLp.inner_apply, Fin.sum_univ_three]
      ring
    rw [hi, tiltedPhase, Real.cos_sub]
    linear_combination (-(sin θ * cos φ)) * h1 - sin θ * sin φ * h2 - cos θ * h3 -
      sin θ * (cos φ * cos z.arg + sin φ * sin z.arg) * h4
  have hβ : 0 ≤ w.arg := Complex.arg_nonneg_iff.2 (by rw [hw1]; exact norm_nonneg z)
  -- the elementary integral for k along the polar axis
  have ax : ∀ K : ℝ, ∫ θ in (0 : ℝ)..π, cos (K * cos θ) * sin θ = 2 * sinc K := by
    intro K
    by_cases h0 : K = 0
    · subst h0
      simp only [zero_mul, Real.cos_zero, one_mul, integral_sin, Real.cos_pi, Real.sinc_zero]
      norm_num
    · have h : ∀ θ, HasDerivAt (fun t => -(sin (K * cos t) / K))
          (cos (K * cos θ) * sin θ) θ := by
        intro θ
        refine ((((Real.hasDerivAt_cos θ).const_mul K).sin.div_const K).fun_neg).congr_deriv ?_
        field_simp
      rw [intervalIntegral.integral_eq_sub_of_hasDerivAt (fun θ _ => h θ)
        ((by fun_prop : Continuous fun θ : ℝ =>
          cos (K * cos θ) * sin θ).intervalIntegrable _ _), Real.sinc_of_ne_zero h0]
      simp only [Real.cos_pi, Real.cos_zero, mul_neg, mul_one, Real.sin_neg]
      ring
  simp only [directionAverage, hp]
  rw [integral_tilt _ _ hβ, ax, hK, intervalIntegral.integral_const, smul_eq_mul]
  have := pi_ne_zero
  field_simp
  ring
```

## The pair sum and its limits

Continuity allows the average to be taken term by term.

```lean
/-- The direction average of a finite sum of continuous functions is the sum of the
averages. -/
theorem directionAverage_sum {n : ℕ} (f : Fin n → Space → ℝ) (hf : ∀ i, Continuous (f i)) :
    directionAverage (fun u => ∑ i, f i u) = ∑ i, directionAverage (f i) := by
  have hd : Continuous fun p : ℝ × ℝ => direction p.2 p.1 := by
    have h : Continuous fun p : ℝ × ℝ =>
        (![sin p.2 * cos p.1, sin p.2 * sin p.1, cos p.2] : Fin 3 → ℝ) := by
      refine continuous_pi fun i => ?_
      fin_cases i <;> simp <;> fun_prop
    exact (PiLp.continuous_toLp 2 _).comp h
  have hc : ∀ i, Continuous fun p : ℝ × ℝ => f i (direction p.2 p.1) * sin p.2 :=
    fun i => ((hf i).comp hd).mul (by fun_prop)
  have hin : ∀ φ, ∫ θ in (0 : ℝ)..π, (∑ i, f i (direction θ φ)) * sin θ =
      ∑ i, ∫ θ in (0 : ℝ)..π, f i (direction θ φ) * sin θ := by
    intro φ
    simp only [Finset.sum_mul]
    exact intervalIntegral.integral_finsetSum fun i _ =>
      ((hc i).comp (by fun_prop : Continuous fun θ : ℝ => (φ, θ))).intervalIntegrable _ _
  simp only [directionAverage, hin]
  rw [intervalIntegral.integral_finsetSum fun i _ =>
    (intervalIntegral.continuous_parametric_intervalIntegral_of_continuous'
      (f := fun φ θ => f i (direction θ φ) * sin θ) (hc i) 0 π).intervalIntegrable _ _,
    Finset.sum_div]
```

Expanding the squared modulus gives the double sum, for every real `Q` and all positions, coincident ones included.

```lean
/-- The mean intensity is the sum of `sinc (Q r_ij)` over all ordered pairs of defects,
each defect paired with itself included. -/
theorem meanIntensity_eq_sinc {n : ℕ} (x : Fin n → Space) (Q : ℝ) :
    meanIntensity x Q = ∑ i, ∑ j, sinc (Q * ‖x i - x j‖) := by
  -- interference of each pair depends on the difference of positions
  have h : ∀ u, Complex.normSq (amplitude x Q u) =
      ∑ i, ∑ j, cos ⟪u, Q • (x i - x j)⟫_ℝ := by
    intro u
    simp only [amplitude, Complex.normSq_apply, Complex.re_sum, Complex.im_sum,
      Complex.exp_ofReal_mul_I_re, Complex.exp_ofReal_mul_I_im, Finset.sum_mul_sum,
      ← Finset.sum_add_distrib, inner_smul_right, inner_sub_right, mul_sub, Real.cos_sub]
  simp only [meanIntensity, h]
  rw [directionAverage_sum (fun i u => ∑ j, cos ⟪u, Q • (x i - x j)⟫_ℝ)
    (fun i => by fun_prop)]
  refine Finset.sum_congr rfl fun i _ => ?_
  rw [directionAverage_sum (fun j u => cos ⟪u, Q • (x i - x j)⟫_ℝ) (fun j => by fun_prop)]
  refine Finset.sum_congr rfl fun j _ => ?_
  rw [average_plane_wave, norm_smul, Real.norm_eq_abs]
  rcases abs_choice Q with hq | hq <;> rw [hq]
  rw [neg_mul, Real.sinc_neg]
```

`Function.Injective x` says that the positions are distinct. With `Q ≠ 0` it makes every off-diagonal denominator nonzero, so `sinc` becomes the quotient.

```lean
/-- Debye scattering formula: for distinct defect positions and `Q ≠ 0` the mean intensity
is `n` plus the sum of `sin (Q r_ij) / (Q r_ij)` over ordered pairs of different defects. -/
theorem debye_formula {n : ℕ} (x : Fin n → Space) (hx : Function.Injective x)
    {Q : ℝ} (hQ : Q ≠ 0) :
    meanIntensity x Q = n + ∑ i, ∑ j ∈ Finset.univ.erase i,
      sin (Q * ‖x i - x j‖) / (Q * ‖x i - x j‖) := by
  have h : ∀ i, ∑ j, sinc (Q * ‖x i - x j‖) = 1 + ∑ j ∈ Finset.univ.erase i,
      sin (Q * ‖x i - x j‖) / (Q * ‖x i - x j‖) := by
    intro i
    rw [← Finset.add_sum_erase _ _ (Finset.mem_univ i), sub_self, norm_zero, mul_zero,
      Real.sinc_zero]
    congr 1
    refine Finset.sum_congr rfl fun j hj => Real.sinc_of_ne_zero (mul_ne_zero hQ ?_)
    exact norm_ne_zero_iff.2 (sub_ne_zero.2 fun e => Finset.ne_of_mem_erase hj (hx e).symm)
  rw [meanIntensity_eq_sinc]
  simp only [h, Finset.sum_add_distrib]
  simp
```

The long-wave limit follows from continuity of `sinc` and needs no distinctness.

```lean
/-- In the long-wave limit `Q → 0⁺` the mean intensity of `n` defects tends to `n²`. -/
theorem long_wave_limit {n : ℕ} (x : Fin n → Space) :
    Tendsto (meanIntensity x) (𝓝[>] 0) (𝓝 ((n : ℝ) ^ 2)) := by
  have hc : Continuous fun Q : ℝ => ∑ i, ∑ j, sinc (Q * ‖x i - x j‖) :=
    continuous_finsetSum _ fun i _ => continuous_finsetSum _ fun j _ =>
      Real.continuous_sinc.comp (by fun_prop)
  have h := (hc.tendsto 0).mono_left (nhdsWithin_le_nhds (s := Set.Ioi 0))
  rw [funext (meanIntensity_eq_sinc x)]
  convert h using 2
  simp [sq]
```

The short-wave limit does use it: a coincident pair would keep its interference terms at every `Q`. The bound $1/t$ appears here as a squeeze argument.

```lean
/-- In the short-wave limit `Q → ∞` the mean intensity of `n` defects at distinct positions
tends to `n`. -/
theorem short_wave_limit {n : ℕ} (x : Fin n → Space) (hx : Function.Injective x) :
    Tendsto (meanIntensity x) atTop (𝓝 (n : ℝ)) := by
  have hs : Tendsto (fun t : ℝ => sin t / t) atTop (𝓝 0) := by
    refine squeeze_zero_norm' ?_ tendsto_inv_atTop_zero
    filter_upwards [eventually_gt_atTop (0 : ℝ)] with t ht
    rw [Real.norm_eq_abs, abs_div, abs_of_pos ht, div_eq_mul_inv]
    exact mul_le_of_le_one_left (inv_nonneg.2 ht.le) (Real.abs_sin_le_one t)
  have h : Tendsto (fun Q : ℝ => (n : ℝ) + ∑ i, ∑ j ∈ Finset.univ.erase i,
      sin (Q * ‖x i - x j‖) / (Q * ‖x i - x j‖)) atTop
      (𝓝 ((n : ℝ) + ∑ i : Fin n, ∑ _j ∈ Finset.univ.erase i, (0 : ℝ))) := by
    refine tendsto_const_nhds.add (tendsto_finsetSum _ fun i _ =>
      tendsto_finsetSum _ fun j hj => ?_)
    have hr : 0 < ‖x i - x j‖ :=
      norm_pos_iff.2 (sub_ne_zero.2 fun e => Finset.ne_of_mem_erase hj (hx e).symm)
    exact hs.comp (tendsto_id.atTop_mul_const hr)
  simp only [Finset.sum_const_zero, add_zero] at h
  refine h.congr' ?_
  filter_upwards [eventually_gt_atTop (0 : ℝ)] with Q hQ
  exact (debye_formula x hx hQ.ne').symm
```

For the enhancement, `hpos` gives positivity of each term and `hrow` shows that each row of the double sum exceeds 1. Summing the rows gives the strict inequality.

```lean
/-- If at least two defects are clustered so tightly that `Q r_ij < π` for every pair, with
`Q ≥ 0`, their mean intensity exceeds the value `n` of independent scatterers. -/
theorem cluster_enhancement {n : ℕ} (hn : 2 ≤ n) (x : Fin n → Space) {Q : ℝ} (hQ : 0 ≤ Q)
    (hc : ∀ i j, Q * ‖x i - x j‖ < π) : (n : ℝ) < meanIntensity x Q := by
  have hpos : ∀ i j, 0 < sinc (Q * ‖x i - x j‖) := by
    intro i j
    rcases (mul_nonneg hQ (norm_nonneg (x i - x j))).eq_or_lt with h | h
    · rw [← h, Real.sinc_zero]
      exact one_pos
    · rw [Real.sinc_of_ne_zero h.ne']
      exact div_pos (Real.sin_pos_of_pos_of_lt_pi h (hc i j)) h
  have : Nontrivial (Fin n) := Fin.nontrivial_iff_two_le.2 hn
  have hrow : ∀ i, 1 < ∑ j, sinc (Q * ‖x i - x j‖) := by
    intro i
    obtain ⟨j, hj⟩ := exists_ne i
    rw [← Finset.add_sum_erase _ _ (Finset.mem_univ i), sub_self, norm_zero, mul_zero,
      Real.sinc_zero]
    exact lt_add_of_pos_right _ (Finset.sum_pos (fun j _ => hpos i j)
      ⟨j, Finset.mem_erase.2 ⟨hj, Finset.mem_univ j⟩⟩)
  rw [meanIntensity_eq_sinc]
  calc (n : ℝ) = ∑ _i : Fin n, (1 : ℝ) := by simp
    _ < _ := Finset.sum_lt_sum_of_nonempty Finset.univ_nonempty fun i _ => hrow i

end

end DefectClusterScattering
```

```lean
#print axioms DefectClusterScattering.debye_formula
#print axioms DefectClusterScattering.long_wave_limit
#print axioms DefectClusterScattering.short_wave_limit
#print axioms DefectClusterScattering.cluster_enhancement
```

```
'DefectClusterScattering.debye_formula' depends on axioms: [propext, Classical.choice, Quot.sound]
'DefectClusterScattering.long_wave_limit' depends on axioms: [propext, Classical.choice, Quot.sound]
'DefectClusterScattering.short_wave_limit' depends on axioms: [propext, Classical.choice, Quot.sound]
'DefectClusterScattering.cluster_enhancement' depends on axioms: [propext, Classical.choice, Quot.sound]
```
